# Circular phonon modes under a gyroscopic coupling b differ in angular frequency by 2|b|

Take two degenerate vibrations of a crystal, along x and y, and break time-reversal symmetry with a magnetic field or a magnetisation. The moving ions can then feel a force perpendicular to their velocity. What becomes of the degenerate pair? Write the size of the resulting acceleration as 2|b| times the speed. For one isolated, harmonic, undamped pair with constant b, the equations can be solved completely.

```lean
import Mathlib

open Complex

namespace ChiralPhonon

noncomputable section
```

This loads Mathlib and makes the complex numbers available, with `I` as the imaginary unit.

```lean
/-- Newton's equations for a planar phonon coordinate `(x, y)` with velocity `(u, v)`,
bare frequency `w0` and gyroscopic coupling `b`:
`x'' = -w0² x + 2b y'` and `y'' = -w0² y - 2b x'`. -/
structure IsMotion (w0 b : ℝ) (x y u v : ℝ → ℝ) : Prop where
  dx : ∀ t, HasDerivAt x (u t) t
  dy : ∀ t, HasDerivAt y (v t) t
  du : ∀ t, HasDerivAt u (-w0 ^ 2 * x t + 2 * b * v t) t
  dv : ∀ t, HasDerivAt v (-w0 ^ 2 * y t - 2 * b * u t) t
```

`IsMotion` bundles four conditions. `HasDerivAt x (u t) t` says that x has derivative u(t) at time t, so u and v are the velocities, and the last two fields are Newton's equations:

x'' = −w0² x + 2b y'
y'' = −w0² y − 2b x'

Here w0 is the bare angular frequency. The real constant b is postulated. It stands for the velocity-dependent force: for an ion of charge Q and mass m in a field B along z, 2b = QB/m. In electronic structure, such a term can also come from the Berry curvature of the electronic ground state under nuclear displacements; the results apply to it when it reduces to one constant b for a single harmonic pair.

```lean
/-- Twice the energy per unit mass, `x'² + y'² + w0² (x² + y²)`. -/
def energy (w0 : ℝ) (x y u v : ℝ → ℝ) (t : ℝ) : ℝ :=
  u t ^ 2 + v t ^ 2 + w0 ^ 2 * (x t ^ 2 + y t ^ 2)
```

This is x'² + y'² + w0²(x² + y²), twice the energy per unit mass.

```lean
/-- The signed angular frequency `-b + sqrt (w0² + b²)`. -/
def omegaPlus (w0 b : ℝ) : ℝ := -b + Real.sqrt (w0 ^ 2 + b ^ 2)

/-- The signed angular frequency `-b - sqrt (w0² + b²)`. -/
def omegaMinus (w0 b : ℝ) : ℝ := -b - Real.sqrt (w0 ^ 2 + b ^ 2)
```

These are the signed angular frequencies, with s = √(w0² + b²):

ω₊ = −b + s
ω₋ = −b − s

```lean
/-- The circular mode `exp (i w t)` in the complex plane `x + i y`. -/
def mode (w t : ℝ) : ℂ := exp (I * w * t)
```

In the plane of z = x + iy, exp(iwt) is a unit circular motion, counterclockwise for w > 0 and clockwise for w < 0.

```lean
/-- Along a motion of the phonon, `energy` has the same value at any two times. -/
theorem energy_conserved {w0 b : ℝ} {x y u v : ℝ → ℝ} (h : IsMotion w0 b x y u v)
    (s t : ℝ) : energy w0 x y u v s = energy w0 x y u v t := by
  have hd : ∀ t, HasDerivAt (energy w0 x y u v) 0 t := by
    intro t
    have e : energy w0 x y u v =
        fun t => u t * u t + v t * v t + w0 ^ 2 * (x t * x t + y t * y t) := by
      funext t
      simp only [energy]
      ring
    rw [e]
    -- the two contributions of the coupling `b` cancel
    refine ((((h.du t).fun_mul (h.du t)).fun_add ((h.dv t).fun_mul (h.dv t))).fun_add
      ((((h.dx t).fun_mul (h.dx t)).fun_add
        ((h.dy t).fun_mul (h.dy t))).const_mul (w0 ^ 2))).congr_deriv ?_
    ring
  exact is_const_of_deriv_eq_zero (fun t => (hd t).differentiableAt)
    (fun t => (hd t).deriv) s t
```

Along a motion, the energy has the same value at any two times. Differentiate it and insert Newton's equations:

2u(−w0² x + 2bv) + 2v(−w0² y − 2bu) + 2w0²(xu + yv) = 4buv − 4buv = 0

In Lean, `hd` assembles this derivative by the product rule and `ring` checks the cancellation. A function with zero derivative everywhere is constant.

```lean
/-- The two frequencies have sum `-2b` and product `-w0²`. -/
theorem omega_sum_prod (w0 b : ℝ) :
    omegaPlus w0 b + omegaMinus w0 b = -2 * b ∧
      omegaPlus w0 b * omegaMinus w0 b = -w0 ^ 2 := by
  have hs := Real.sq_sqrt (by positivity : 0 ≤ w0 ^ 2 + b ^ 2)
  unfold omegaPlus omegaMinus
  constructor
  · ring
  · linear_combination -hs
```

The sum is −2b because s cancels. The product is b² − s² = −w0².

```lean
/-- The circular mode of frequency `w` has time derivative `i w` times itself. -/
theorem hasDerivAt_mode (w t : ℝ) : HasDerivAt (mode w) (I * w * mode w t) t := by
  have h0 : HasDerivAt (fun s : ℝ => (s : ℂ)) ((1 : ℝ) : ℂ) t :=
    (hasDerivAt_id t).ofReal_comp
  have h1 : HasDerivAt (fun s : ℝ => I * w * (s : ℂ)) (I * w) t :=
    (h0.const_mul (I * (w : ℂ))).congr_deriv (by simp)
  exact h1.cexp.congr_deriv (by unfold mode; ring)
```

This is the chain rule for exp(iwt).

```lean
/-- An amplitude obeying `q' = i w q` is its initial value times the circular mode. -/
theorem eq_mode_of_first_order (w : ℝ) (q : ℝ → ℂ)
    (h : ∀ t, HasDerivAt q (I * w * q t) t) (t : ℝ) : q t = q 0 * mode w t := by
  have hd : ∀ s, HasDerivAt (fun s => q s * mode (-w) s) 0 s := fun s =>
    ((h s).fun_mul (hasDerivAt_mode (-w) s)).congr_deriv (by push_cast; ring)
  have key : q t * mode (-w) t = q 0 * mode (-w) 0 :=
    is_const_of_deriv_eq_zero (f := fun s => q s * mode (-w) s)
      (fun s => (hd s).differentiableAt) (fun s => (hd s).deriv) t 0
  have h0 : mode (-w) 0 = 1 := by simp [mode]
  have h1 : mode (-w) t * mode w t = 1 := by
    unfold mode
    rw [← exp_add, show I * ((-w : ℝ) : ℂ) * t + I * w * t = 0 by push_cast; ring, exp_zero]
  rw [h0] at key
  linear_combination mode w t * key - q t * h1
```

If q' = iwq, then

(q exp(−iwt))' = iwq exp(−iwt) − iwq exp(−iwt) = 0

The product therefore keeps its initial value q(0), and multiplying by exp(iwt) gives q(t) = q(0) exp(iwt). The steps `hd`, `key` and `h1` follow this order.

```lean
/-- Real and imaginary parts of a solution of `z'' = -w0² z - 2 i b z'` obey
Newton's equations of the phonon. -/
theorem isMotion_of_complex {w0 b : ℝ} {z z' : ℝ → ℂ}
    (h1 : ∀ t, HasDerivAt z (z' t) t)
    (h2 : ∀ t, HasDerivAt z' (-(w0 : ℂ) ^ 2 * z t - 2 * b * I * z' t) t) :
    IsMotion w0 b (fun t => (z t).re) (fun t => (z t).im)
      (fun t => (z' t).re) (fun t => (z' t).im) := by
  have hre : ∀ {f : ℝ → ℂ} {f' : ℂ} {t : ℝ}, HasDerivAt f f' t →
      HasDerivAt (fun s => (f s).re) f'.re t :=
    fun h => reCLM.hasFDerivAt.comp_hasDerivAt _ h
  have him : ∀ {f : ℝ → ℂ} {f' : ℂ} {t : ℝ}, HasDerivAt f f' t →
      HasDerivAt (fun s => (f s).im) f'.im t :=
    fun h => imCLM.hasFDerivAt.comp_hasDerivAt _ h
  refine ⟨fun t => hre (h1 t), fun t => him (h1 t),
    fun t => (hre (h2 t)).congr_deriv ?_, fun t => (him (h2 t)).congr_deriv ?_⟩
  all_goals
    simp only [pow_two, sub_re, sub_im, neg_re, neg_im, mul_re, mul_im, ofReal_re,
      ofReal_im, I_re, I_im, re_ofNat, im_ofNat]
    ring
```

Adding i times the second Newton equation to the first gives

z'' = −w0² z + 2b(y' − ix') = −w0² z − 2ib z'

The lemma goes back from this equation to the real ones. Taking real or imaginary parts is linear and commutes with the derivative. In the code, `z'` is just the name of a second function, tied to `z` by `h1`.

```lean
/-- Every superposition of the two circular modes is a motion of the phonon. -/
theorem isMotion_of_modes {w0 b : ℝ} {x y : ℝ → ℝ} (A B : ℂ)
    (h : ∀ t, (x t : ℂ) + I * y t =
      A * mode (omegaPlus w0 b) t + B * mode (omegaMinus w0 b) t) :
    ∃ u v, IsMotion w0 b x y u v := by
  obtain ⟨hs, hp⟩ := omega_sum_prod w0 b
  generalize omegaPlus w0 b = p at *
  generalize omegaMinus w0 b = q at *
  -- both frequencies solve the characteristic equation `w² + 2 b w = w0²`
  have ep : (p : ℂ) ^ 2 + 2 * b * p = (w0 : ℂ) ^ 2 := by
    exact_mod_cast (by linear_combination p * hs - hp : p ^ 2 + 2 * b * p = w0 ^ 2)
  have eq : (q : ℂ) ^ 2 + 2 * b * q = (w0 : ℂ) ^ 2 := by
    exact_mod_cast (by linear_combination q * hs - hp : q ^ 2 + 2 * b * q = w0 ^ 2)
  have hx : x = fun t => (A * mode p t + B * mode q t).re := by
    funext t
    rw [← h t]
    simp
  have hy : y = fun t => (A * mode p t + B * mode q t).im := by
    funext t
    rw [← h t]
    simp
  rw [hx, hy]
  refine ⟨_, _, isMotion_of_complex (z := fun t => A * mode p t + B * mode q t)
    (z' := fun t => A * (I * p * mode p t) + B * (I * q * mode q t))
    (fun t => ((hasDerivAt_mode p t).const_mul A).fun_add
      ((hasDerivAt_mode q t).const_mul B))
    (fun t => ((((hasDerivAt_mode p t).const_mul (I * (p : ℂ))).const_mul A).fun_add
      (((hasDerivAt_mode q t).const_mul (I * (q : ℂ))).const_mul B)).congr_deriv ?_)⟩
  linear_combination -A * mode p t * ep - B * mode q t * eq +
    (A * mode p t * (p ^ 2 + 2 * b * p) + B * mode q t * (q ^ 2 + 2 * b * q)) * I_sq
```

Inserting z = exp(iωt) into the complex equation requires

ω² + 2bω = w0²

For ω₊, the sum and product give ω₊² + 2bω₊ = ω₊² − (ω₊ + ω₋)ω₊ = −ω₊ω₋ = w0², and likewise for ω₋. These are `ep` and `eq`, with the frequencies renamed `p` and `q`. By linearity, every superposition is a motion; `∃ u v` says that suitable velocities exist.

```lean
/-- For `w0 > 0`, a trajectory `(x, y)` is a motion of the phonon if and only if `x + i y`
is a superposition of the circular modes of frequencies `-b ± sqrt (w0² + b²)`. -/
theorem isMotion_iff_modes {w0 b : ℝ} (hw : 0 < w0) (x y : ℝ → ℝ) :
    (∃ u v, IsMotion w0 b x y u v) ↔
      ∃ A B : ℂ, ∀ t, (x t : ℂ) + I * y t =
        A * mode (omegaPlus w0 b) t + B * mode (omegaMinus w0 b) t := by
  refine ⟨?_, fun ⟨A, B, h⟩ => isMotion_of_modes A B h⟩
  rintro ⟨u, v, h⟩
  have hz := fun t => (h.dx t).ofReal_comp.fun_add ((h.dy t).ofReal_comp.const_mul I)
  have hz' := fun t => (h.du t).ofReal_comp.fun_add ((h.dv t).ofReal_comp.const_mul I)
  -- the second-order equation factorises into first-order ones
  have hfac : ∀ p q : ℝ, p + q = -2 * b → p * q = -w0 ^ 2 → ∃ C : ℂ, ∀ t,
      ((u t : ℂ) + I * v t) - I * q * (x t + I * y t) = C * mode p t := by
    intro p q hs hp
    have hs' : (p : ℂ) + q = -2 * b := by exact_mod_cast hs
    have hp' : (p : ℂ) * q = -(w0 : ℂ) ^ 2 := by exact_mod_cast hp
    refine ⟨_, eq_mode_of_first_order p
      (fun t => ((u t : ℂ) + I * v t) - I * q * (x t + I * y t)) (fun t =>
        ((hz' t).fun_sub ((hz t).const_mul (I * (q : ℂ)))).congr_deriv ?_)⟩
    push_cast
    linear_combination -((x t : ℂ) + I * y t) * hp' - I * ((u t : ℂ) + I * v t) * hs' +
      (2 * b * v t + p * q * ((x t : ℂ) + I * y t)) * I_sq
  obtain ⟨hs, hp⟩ := omega_sum_prod w0 b
  obtain ⟨P, hP⟩ := hfac _ _ hs hp
  obtain ⟨Q, hQ⟩ := hfac _ _ (by rw [add_comm]; exact hs) (by rw [mul_comm]; exact hp)
  -- the two frequencies are distinct, so `z` can be solved for
  have hne : omegaPlus w0 b - omegaMinus w0 b ≠ 0 := by
    have : 0 < Real.sqrt (w0 ^ 2 + b ^ 2) := Real.sqrt_pos.mpr (by positivity)
    unfold omegaPlus omegaMinus
    linarith
  have hK : I * ((omegaPlus w0 b : ℂ) - omegaMinus w0 b) ≠ 0 :=
    mul_ne_zero I_ne_zero (by exact_mod_cast hne)
  obtain ⟨k, hk⟩ : ∃ k : ℂ, I * ((omegaPlus w0 b : ℂ) - omegaMinus w0 b) * k = 1 :=
    ⟨_, mul_inv_cancel₀ hK⟩
  refine ⟨k * P, -(k * Q), fun t => ?_⟩
  linear_combination k * (hP t - hQ t) - ((x t : ℂ) + I * y t) * hk
```

For w0 > 0 the converse holds too, so the two modes give all motions. Let p and q be the two frequencies in either order. Since p + q = −2b and pq = −w0²,

(z' − iqz)' = pq z + i(p + q)z' − iqz' = ip(z' − iqz)

This is `hfac`: by the first-order lemma, z' − iqz is a constant times exp(ipt). The two orders give

z' − iω₋z = P exp(iω₊t)
z' − iω₊z = Q exp(iω₋t)

where Q is now a complex constant. Subtracting,

i(ω₊ − ω₋) z = P exp(iω₊t) − Q exp(iω₋t)

Because ω₊ − ω₋ = 2s > 0, we can divide; `k` is the inverse of i(ω₊ − ω₋), so the amplitudes of the two modes are A = kP and B = −kQ (B is no longer the magnetic field).

```lean
/-- For `w0 > 0` the two modes rotate in opposite senses, and the magnitudes of their
frequencies differ by `2 |b|`. -/
theorem chiral_splitting {w0 : ℝ} (hw : 0 < w0) (b : ℝ) :
    omegaMinus w0 b < 0 ∧ 0 < omegaPlus w0 b ∧
      |(|omegaPlus w0 b| - |omegaMinus w0 b|)| = 2 * |b| := by
  have hb : |b| < Real.sqrt (w0 ^ 2 + b ^ 2) := by
    rw [← Real.sqrt_sq_eq_abs]
    exact Real.sqrt_lt_sqrt (sq_nonneg b) (by linarith [pow_pos hw 2])
  obtain ⟨h1, h2⟩ := abs_lt.mp hb
  have hm : omegaMinus w0 b < 0 := by unfold omegaMinus; linarith
  have hp : 0 < omegaPlus w0 b := by unfold omegaPlus; linarith
  refine ⟨hm, hp, ?_⟩
  rw [abs_of_pos hp, abs_of_neg hm,
    show omegaPlus w0 b - -omegaMinus w0 b = -(2 * b) by
      linear_combination (omega_sum_prod w0 b).1,
    abs_neg, abs_mul, abs_two]
```

Since w0 > 0, |b| = √(b²) < s, hence ω₋ < 0 < ω₊: the modes rotate in opposite senses. Then

|ω₊| − |ω₋| = ω₊ + ω₋ = −2b

whose magnitude is 2|b|. For b > 0 the counterclockwise mode is the slower one; for b = 0 the two are degenerate.

```lean
/-- A vibration of amplitude `R` and frequency `sqrt (w0² + b²)` along an axis that turns
at the angular velocity `-b` is a motion of the phonon. -/
theorem polarization_rotation (w0 b R : ℝ) :
    ∃ u v, IsMotion w0 b
      (fun t => R * Real.cos (Real.sqrt (w0 ^ 2 + b ^ 2) * t) * Real.cos (b * t))
      (fun t => -(R * Real.cos (Real.sqrt (w0 ^ 2 + b ^ 2) * t) * Real.sin (b * t)))
      u v := by
  have hmode : ∀ w t : ℝ, mode w t = (Real.cos (w * t) : ℂ) + I * Real.sin (w * t) := by
    intro w t
    unfold mode
    rw [show I * (w : ℂ) * t = ((w * t : ℝ) : ℂ) * I by push_cast; ring, exp_mul_I,
      ← ofReal_cos, ← ofReal_sin]
    ring
  -- equal amplitudes of the two circular modes
  refine isMotion_of_modes (R / 2) (R / 2) fun t => ?_
  rw [hmode, hmode,
    show omegaPlus w0 b * t = Real.sqrt (w0 ^ 2 + b ^ 2) * t - b * t by
      unfold omegaPlus; ring,
    show omegaMinus w0 b * t = -(Real.sqrt (w0 ^ 2 + b ^ 2) * t + b * t) by
      unfold omegaMinus; ring,
    Real.cos_neg, Real.sin_neg, Real.cos_sub, Real.sin_sub, Real.cos_add, Real.sin_add]
  push_cast
  ring

end

end ChiralPhonon
```

With equal amplitudes A = B = R/2,

z = (R/2)[exp(i(s − b)t) + exp(−i(s + b)t)] = R cos(st) exp(−ibt)

This is a linear vibration whose axis turns at angular velocity −b. Its real and imaginary parts are the two functions in the statement. Lean reaches them through Euler's formula, `hmode`, and the addition formulas for sine and cosine.

```lean
#print axioms ChiralPhonon.energy_conserved
#print axioms ChiralPhonon.isMotion_iff_modes
#print axioms ChiralPhonon.chiral_splitting
#print axioms ChiralPhonon.polarization_rotation
```

```
'ChiralPhonon.energy_conserved' depends on axioms: [propext, Classical.choice, Quot.sound]
'ChiralPhonon.isMotion_iff_modes' depends on axioms: [propext, Classical.choice, Quot.sound]
'ChiralPhonon.chiral_splitting' depends on axioms: [propext, Classical.choice, Quot.sound]
'ChiralPhonon.polarization_rotation' depends on axioms: [propext, Classical.choice, Quot.sound]
```
